# Multiplicities of finitely many LS terms are mixed second differences of their microstate table

A term is represented here by a pair $(L,s)$ of natural numbers, where $L$ is its orbital angular momentum and $s$ is its spin $S$, or $S-\tfrac12$ when the number of electrons is odd. The number of times it occurs is represented by an integer that may be negative. With this choice the passage from terms to microstate counts is a linear map, and the file below inverts it.

```lean
import Mathlib

open Finset

namespace TermPeeling

noncomputable section

/-- The number of microstates with projections `M` and `T`, when the term `(L, s)` occurs
`a (L, s)` times: the sum of `a (L, s)` over `L ≥ M` and `s ≥ T`. -/
def microstateCount (a : ℕ × ℕ →₀ ℤ) (M T : ℕ) : ℤ :=
  a.sum fun p n => if M ≤ p.1 ∧ T ≤ p.2 then n else 0

/-- The mixed second difference of a microstate table at `(L, s)`. -/
def peel (c : ℕ → ℕ → ℤ) (L s : ℕ) : ℤ :=
  c L s - c (L + 1) s - c L (s + 1) + c (L + 1) (s + 1)

/-- Microstate tables add when collections of terms are combined. -/
theorem microstateCount_add (a b : ℕ × ℕ →₀ ℤ) (M T : ℕ) :
    microstateCount (a + b) M T = microstateCount a M T + microstateCount b M T := by
  unfold microstateCount
  apply Finsupp.sum_add_index'
  · intro p
    simp
  · intro p m n
    split_ifs <;> simp

/-- A term `(L, s)` occurring `n` times contributes `n` microstates at each pair of
projections `M ≤ L`, `T ≤ s`, and none at other pairs. -/
theorem microstateCount_single (L s : ℕ) (n : ℤ) (M T : ℕ) :
    microstateCount (Finsupp.single (L, s) n) M T = if M ≤ L ∧ T ≤ s then n else 0 := by
  unfold microstateCount
  rw [Finsupp.sum_single_index]
  simp

/-- Peeling formula: the multiplicity of the term `(L, s)` is the mixed second difference
of the microstate table. -/
theorem multiplicity_eq_peel (a : ℕ × ℕ →₀ ℤ) (L s : ℕ) :
    a (L, s) = microstateCount a L s - microstateCount a (L + 1) s
      - microstateCount a L (s + 1) + microstateCount a (L + 1) (s + 1) := by
  induction a using Finsupp.induction_linear with
  | zero => simp [microstateCount]
  | add f g hf hg =>
    rw [Finsupp.add_apply, hf, hg]
    simp only [microstateCount_add]
    ring
  | single p n =>
    obtain ⟨L', s'⟩ := p
    simp only [microstateCount_single, Finsupp.single_apply, Prod.mk.injEq]
    split_ifs <;> omega

/-- Two collections of terms with the same microstate table are equal. -/
theorem terms_unique (a b : ℕ × ℕ →₀ ℤ)
    (h : ∀ M T, microstateCount a M T = microstateCount b M T) : a = b := by
  ext ⟨L, s⟩
  rw [multiplicity_eq_peel a, multiplicity_eq_peel b]
  simp only [h]

/-- The microstate table of finitely many terms vanishes once either projection is large. -/
theorem microstateCount_vanishes (a : ℕ × ℕ →₀ ℤ) :
    ∃ N, ∀ M T, N ≤ M ∨ N ≤ T → microstateCount a M T = 0 := by
  induction a using Finsupp.induction_linear with
  | zero => exact ⟨0, fun M T _ => by simp [microstateCount]⟩
  | add f g hf hg =>
    obtain ⟨N₁, h₁⟩ := hf
    obtain ⟨N₂, h₂⟩ := hg
    refine ⟨N₁ + N₂, fun M T h => ?_⟩
    rw [microstateCount_add, h₁ M T (by omega), h₂ M T (by omega), add_zero]
  | single p n =>
    obtain ⟨L, s⟩ := p
    refine ⟨L + s + 1, fun M T h => ?_⟩
    have hn : ¬(M ≤ L ∧ T ≤ s) := by omega
    rw [microstateCount_single, if_neg hn]

/-- A table that vanishes at large projections and has zero mixed second difference
is zero everywhere. -/
theorem eq_zero_of_peel_eq_zero (e : ℕ → ℕ → ℤ) (N : ℕ)
    (hN : ∀ M T, N ≤ M ∨ N ≤ T → e M T = 0) (h : ∀ L s, peel e L s = 0) (M T : ℕ) :
    e M T = 0 := by
  -- the difference between the entries at `M` and `M + 1` does not depend on `T`
  have row : ∀ M k, e M T - e (M + 1) T = e M (T + k) - e (M + 1) (T + k) := by
    intro M k
    induction k with
    | zero => simp
    | succ k ih =>
      have hk := h M (T + k)
      unfold peel at hk
      rw [← Nat.add_assoc T k 1]
      linarith
  have step : ∀ M, e M T = e (M + 1) T := by
    intro M
    have hr := row M N
    rw [hN M (T + N) (by omega), hN (M + 1) (T + N) (by omega)] at hr
    linarith
  -- so the entry can be moved out to where the table vanishes
  have far : ∀ k, e M T = e (M + k) T := by
    intro k
    induction k with
    | zero => simp
    | succ k ih => exact ih.trans (step (M + k))
  rw [far N]
  exact hN _ _ (by omega)

/-- An integer table is the microstate table of exactly one collection of terms, with integer
multiplicities, if and only if it vanishes once either projection is large. -/
theorem existsUnique_terms_iff (c : ℕ → ℕ → ℤ) :
    (∃! a : ℕ × ℕ →₀ ℤ, ∀ M T, microstateCount a M T = c M T) ↔
      ∃ N, ∀ M T, N ≤ M ∨ N ≤ T → c M T = 0 := by
  constructor
  · rintro ⟨a, ha, -⟩
    obtain ⟨N, hN⟩ := microstateCount_vanishes a
    exact ⟨N, fun M T h => (ha M T).symm.trans (hN M T h)⟩
  · rintro ⟨N, hN⟩
    -- the candidate multiplicities are the second differences of the table
    let a : ℕ × ℕ →₀ ℤ := Finsupp.onFinset (range N ×ˢ range N)
      (fun p => peel c p.1 p.2) (by
        intro p hp
        by_contra hout
        rw [mem_product, mem_range, mem_range] at hout
        apply hp
        unfold peel
        rw [hN p.1 p.2 (by omega), hN (p.1 + 1) p.2 (by omega),
          hN p.1 (p.2 + 1) (by omega), hN (p.1 + 1) (p.2 + 1) (by omega)]
        norm_num)
    have ha : ∀ L s, a (L, s) = peel c L s := fun _ _ => rfl
    obtain ⟨K, hK⟩ := microstateCount_vanishes a
    have key : ∀ M T, microstateCount a M T = c M T := by
      intro M T
      apply sub_eq_zero.mp
      apply eq_zero_of_peel_eq_zero (fun M T => microstateCount a M T - c M T) (N + K)
      · intro M T h
        simp only [hK M T (by omega), hN M T (by omega), sub_zero]
      · intro L s
        have h₁ := multiplicity_eq_peel a L s
        rw [ha] at h₁
        unfold peel at h₁ ⊢
        linarith
    exact ⟨a, key, fun b hb => terms_unique b a fun M T => (hb M T).trans (key M T).symm⟩

/-- Total orbital projection of a set of p spin orbitals, labelled by `m + 1` and a spin index. -/
def orbitalProjection (A : Finset (Fin 3 × Fin 2)) : ℤ := ∑ p ∈ A, ((p.1.val : ℤ) - 1)

/-- Twice the total spin projection of a set of p spin orbitals. -/
def twiceSpinProjection (A : Finset (Fin 3 × Fin 2)) : ℤ := ∑ p ∈ A, (2 * (p.2.val : ℤ) - 1)

/-- The number of ways to place two electrons in distinct spin orbitals of one p shell with total
orbital projection `M` and total spin projection `T`. -/
def pSquaredTable (M T : ℕ) : ℤ :=
  (((univ : Finset (Fin 3 × Fin 2)).powersetCard 2).filter fun A =>
    orbitalProjection A = M ∧ twiceSpinProjection A = 2 * T).card

/-- One term each with `(L, S)` equal to `(2, 0)`, `(1, 1)` and `(0, 0)`. -/
def pSquaredTerms : ℕ × ℕ →₀ ℤ :=
  Finsupp.single (2, 0) 1 + Finsupp.single (1, 1) 1 + Finsupp.single (0, 0) 1

/-- A collection of terms reproduces the microstate table of two electrons in one p shell if and
only if it consists of one term each with `(L, S)` equal to `(2, 0)`, `(1, 1)` and `(0, 0)`. -/
theorem pSquared_terms_iff (a : ℕ × ℕ →₀ ℤ) :
    (∀ M T, microstateCount a M T = pSquaredTable M T) ↔ a = pSquaredTerms := by
  have bound : ∀ A ∈ (univ : Finset (Fin 3 × Fin 2)).powersetCard 2,
      orbitalProjection A ≤ 2 ∧ twiceSpinProjection A ≤ 2 := by decide +kernel
  have table : ∀ M T, microstateCount pSquaredTerms M T = pSquaredTable M T := by
    intro M T
    simp only [pSquaredTerms, microstateCount_add, microstateCount_single]
    by_cases h : M ≤ 2 ∧ T ≤ 1
    · obtain ⟨hM, hT⟩ := h
      interval_cases M <;> interval_cases T <;> decide +kernel
    · -- outside this range no pair of electrons reaches the projections
      have hempty : (((univ : Finset (Fin 3 × Fin 2)).powersetCard 2).filter fun A =>
          orbitalProjection A = M ∧ twiceSpinProjection A = 2 * T) = ∅ :=
        filter_eq_empty_iff.2 fun A hA hh => by
          have hb := bound A hA
          omega
      have h₁ : ¬(M ≤ 2 ∧ T ≤ 0) := by omega
      have h₂ : ¬(M ≤ 1 ∧ T ≤ 1) := by omega
      have h₃ : ¬(M ≤ 0 ∧ T ≤ 0) := by omega
      unfold pSquaredTable
      rw [hempty]
      simp only [if_neg h₁, if_neg h₂, if_neg h₃, card_empty, Nat.cast_zero, add_zero]
  constructor
  · intro h
    exact terms_unique a pSquaredTerms fun M T => (h M T).trans (table M T).symm
  · rintro rfl
    exact table

end

end TermPeeling
```

```lean
#print axioms TermPeeling.multiplicity_eq_peel
#print axioms TermPeeling.existsUnique_terms_iff
#print axioms TermPeeling.pSquared_terms_iff
```

```
'TermPeeling.multiplicity_eq_peel' depends on axioms: [propext, Classical.choice, Quot.sound]
'TermPeeling.existsUnique_terms_iff' depends on axioms: [propext, Classical.choice, Quot.sound]
'TermPeeling.pSquared_terms_iff' depends on axioms: [propext, Classical.choice, Quot.sound]
```

## From multiplicities to counts and back

A collection of terms is a function $a$ that gives each pair $(L,s)$ an integer $a(L,s)$, with only finitely many of these integers different from zero. In Lean this is the type `ℕ × ℕ →₀ ℤ`. The microstate table of the collection is

$$c(M,T)=\sum_{L\ge M,\; s\ge T} a(L,s),$$

which is `microstateCount a M T`. The function `peel` takes any table $c$, whether or not it came from terms, and forms

$$c(L,s)-c(L+1,s)-c(L,s+1)+c(L+1,s+1).$$

Four theorems carry the content.

- `multiplicity_eq_peel` says that this combination, applied to the table of $a$, gives back $a(L,s)$ for every $L$ and $s$.
- `terms_unique` says that two collections with the same table are the same collection.
- `existsUnique_terms_iff` starts from an arbitrary integer table. Exactly one collection of terms produces it if and only if there is a number $N$ such that $c(M,T)=0$ whenever $M\ge N$ or $T\ge N$.
- `pSquared_terms_iff` applies this to two electrons in a p shell. A collection reproduces their microstate table if and only if it consists of one term each with $(L,S)=(2,0)$, $(1,1)$ and $(0,0)$, that is, $^1D$, $^3P$ and $^1S$.

## Terms, projections and the p shell

In LS coupling, a term with orbital angular momentum $L$ and spin $S$ contains one state for each pair of projections $M_L=-L,\dots,L$ and $M_S=-S,\dots,S$. It therefore contributes one microstate to every pair of projections that it reaches. This is the physical input behind the condition `M ≤ p.1 ∧ T ≤ p.2` in the definition of the table. It is put in as a definition and not derived from the representation theory of angular momentum.

Only non-negative projections are tabulated, since reversing the sign of $M_L$ or $M_S$ leaves the counts unchanged. For an even number of electrons, $s=S$ and $T=M_S$. For an odd number, the spins are half-integers, and the same theorems apply with $s=S-\tfrac12$ and $T=M_S-\tfrac12$, so that a doublet has $s=0$.

For the p shell the table is counted from the electrons themselves. A spin orbital is an element of `Fin 3 × Fin 2`: the first index is $m+1$ with $m=-1,0,1$, and the second is $0$ for spin down and $1$ for spin up. A two-electron microstate is a two-element set of spin orbitals, which builds in both the Pauli principle and the indistinguishability of the electrons. Such a set stands for a Slater determinant, which need not itself be a state of a single term. For each pair of projections, however, the determinants and the term states are two bases of the same space, so their numbers agree. `pSquaredTable M T` is the number of such sets with $M_L=M$ and $M_S=T$; the file compares twice the spin projection with $2T$ to stay within the integers.

The entries that are not zero, together with the one zero inside their range, are these:

| | $M=0$ | $M=1$ | $M=2$ |
|---|---|---|---|
| $T=0$ | 3 | 2 | 1 |
| $T=1$ | 1 | 1 | 0 |

Peeling gives $a(2,0)=1-0-0+0=1$, $a(1,1)=1-0-0+0=1$ and $a(0,0)=3-2-1+1=1$. The other two candidates with a non-zero count drop out: $a(1,0)=2-1-1+0=0$ and $a(0,1)=1-1-0+0=0$.

An atomic configuration has finitely many LS terms, so the formula offers a direct check on a term list obtained by hand or by a program. It concerns counts alone: it gives no energies, and where a term occurs more than once it does not say which states belong to which copy.

## Why the second difference isolates one term

Take first a collection with a single entry, the term $(L',s')$ occurring $n$ times. Write $[P]$ for $1$ if the statement $P$ is true and $0$ if it is false. The table is $c(M,T)=n\,[M\le L']\,[T\le s']$, and its second difference factorises:

$$n\,\bigl([L\le L']-[L+1\le L']\bigr)\bigl([s\le s']-[s+1\le s']\bigr).$$

The first bracket is $1$ when $L=L'$. When $L<L'$ both of its terms are $1$, and when $L>L'$ both are $0$, so it vanishes in either case. The second bracket behaves in the same way in $s$. The product is thus $n$ at $(L',s')$ and zero elsewhere, which is the multiplicity we started from.

A general collection is a finite sum of such single entries. Both the table and the second difference are additive, so the formula holds for the sum. If two collections have equal tables, the formula computes their multiplicities from the same numbers, and they are equal.

The Lean proof has the same structure. `microstateCount_add` is the additivity of the table, and `microstateCount_single` is the table of a single entry. The induction principle `Finsupp.induction_linear` then reduces `multiplicity_eq_peel` to three cases: no terms, a sum of two collections, and a single entry. In the last case `split_ifs` goes through the possible truth values of the inequalities and of the equality of the two pairs, and `omega` settles each one by integer arithmetic. This replaces the factorisation above.

## Which tables come from terms

One direction is short. A single term $(L,s)$ contributes nothing once $M>L$ or $T>s$, and finitely many terms have a common bound. `microstateCount_vanishes` proves this by the same induction, using $L+s+1$ as the bound for a single term and adding the bounds when collections are combined.

For the other direction, suppose that $c(M,T)=0$ whenever $M\ge N$ or $T\ge N$. Define $a(L,s)$ as the second difference of $c$ at $(L,s)$. If $L\ge N$ or $s\ge N$, all four entries in that difference vanish, so $a$ is zero outside a finite square. In Lean this square is `range N ×ˢ range N`, and `Finsupp.onFinset` turns the second differences into a finitely supported function.

It remains to show that the table of $a$ is $c$. Let $e$ be the table of $a$ minus $c$. By the peeling formula, the second difference of the table of $a$ is $a$, and by definition so is that of $c$. The second difference of $e$ is therefore zero everywhere:

$$e(M,T)-e(M+1,T)=e(M,T+1)-e(M+1,T+1).$$

Also, $e$ vanishes at large projections, because both tables do. Let $N$ now denote a bound for $e$. Applying the equation $k$ times gives

$$e(M,T)-e(M+1,T)=e(M,T+k)-e(M+1,T+k).$$

For $k=N$ the right-hand side is zero, so $e(M,T)=e(M+1,T)$. Repeating this step in $M$ gives $e(M,T)=e(M+N,T)=0$.

This argument is the lemma `eq_zero_of_peel_eq_zero`. Its intermediate facts `row`, `step` and `far` are the equation after $k$ steps in $T$, the equality of neighbouring entries, and the move outwards in $M$. In `existsUnique_terms_iff` the lemma is applied with the bound `N + K`, where `K` comes from the table of $a$. Uniqueness of the collection is `terms_unique`.

## A table that vanishes in only one direction

The condition on $c$ asks for one number $N$ that serves the whole table: zeros at $M\ge N$ for every $T$, and zeros at $T\ge N$ for every $M$. Suppose only the second is kept, and take

$$c(M,0)=1,\qquad c(M,T)=0\ \text{ for } T\ge 1.$$

This table vanishes as soon as $T\ge1$, but its first row never ends. Its second difference at $s=0$ is $1-1-0+0=0$, and for $s\ge1$ all four entries are zero. Peeling therefore returns no terms at all, and the table of no terms is zero, not $c$. No finite collection produces this table: a row that stays at $1$ would need terms of arbitrarily large $L$.

## Natural-number multiplicities

A real configuration contains each term a non-negative number of times, so multiplicities could also have been modelled as natural numbers. Two things would change.

First, subtraction of natural numbers in Lean stops at zero, which spoils the formula as written. For a single term $(1,1)$, the combination at $(0,0)$ would be evaluated as $1-1-1+1=1$ instead of $0$. A form that avoids subtraction remains correct:

$$a(L,s)+c(L+1,s)+c(L,s+1)=c(L,s)+c(L+1,s+1).$$

Second, vanishing at large projections would no longer be enough for a table to come from terms; every second difference would also have to be non-negative. The table with $c(1,0)=1$ and all other entries zero shows the difference. Peeling gives $a(1,0)=1$ and $a(0,0)=-1$, which is a valid collection in the integer model but not a possible content of a shell. With integers, a negative result of this kind signals that the table was miscounted or does not describe complete terms.

## Counting the two-electron table

The proof of `pSquared_terms_iff` first establishes that the three listed terms reproduce `pSquaredTable`. There are fifteen two-element sets of spin orbitals, and `bound` checks by enumeration that none has $M_L>2$ or $2M_S>2$. The six entries with $M\le2$ and $T\le1$ are then compared one at a time by `decide +kernel`, which evaluates both sides. For all other $M$ and $T$, the bound shows that no set of two electrons contributes, and none of the three terms reaches those projections either.

With the tables known to agree, any other collection that reproduces the counts must equal `pSquaredTerms` by `terms_unique`. The enumeration is thus needed only to confirm one candidate; the exclusion of every alternative comes from the peeling formula.
